# Every vector in the span of eigenvectors with eigenvalues in [-1, 1] is a finite sum of eigenvectors with distinct eigenvalues in that interval

Let `H` be a linear operator on a complex inner product space, not assumed self-adjoint, and let the window be the span of all its eigenvectors with real eigenvalues between -1 and 1. If `H` is read as a Hamiltonian, these are the states built from energy levels in that range. The theorem `window_decomposition` says that any vector `y` of the window is a finite sum of unnormalised components `f μ`, at most one nonzero for each real `μ`, with `H (f μ) = μ • f μ` and `f μ = 0` whenever `|μ| > 1`. The space may have infinite dimension, but each sum is finite. The attempt goes by induction on the span, checking the claim for a single eigenvector, for zero, for sums and for scalar multiples.

Lean 4 with Mathlib refuses this proof:

```lean
import Mathlib

open Polynomial

namespace WindowDecomposition

noncomputable section

variable {E : Type*} [NormedAddCommGroup E] [InnerProductSpace ℂ E]

/-- The unwanted window: the span of the eigenvectors of `H` with eigenvalues in `[-1, 1]`. -/
def window (H : Module.End ℂ E) : Submodule ℂ E :=
  Submodule.span ℂ {u | ∃ μ : ℝ, |μ| ≤ 1 ∧ H u = (μ : ℂ) • u}

/-- A vector of the window is a finite sum of eigenvectors, one for each eigenvalue that
occurs, all with eigenvalues in `[-1, 1]`. -/
theorem window_decomposition {H : Module.End ℂ E} {y : E} (hy : y ∈ window H) :
    ∃ f : ℝ →₀ E, (∀ μ, H (f μ) = (μ : ℂ) • f μ) ∧ (∀ μ, 1 < |μ| → f μ = 0) ∧
      y = f.sum fun _ u => u := by
  refine Submodule.span_induction (p := fun y _ => ∃ f : ℝ →₀ E,
    (∀ μ, H (f μ) = (μ : ℂ) • f μ) ∧ (∀ μ, 1 < |μ| → f μ = 0) ∧
      y = f.sum fun _ u => u) ?_ ?_ ?_ ?_ hy
  · rintro u ⟨μ, hμ, hu⟩
    refine ⟨Finsupp.single μ u, fun ν => ?_, fun ν hν => ?_,
      (Finsupp.sum_single_index rfl).symm⟩
    · by_cases h : μ = ν
      · subst h
        simpa using hu
      · simp [Finsupp.single_apply, h]
    · have h : μ ≠ ν := by
        rintro rfl
        exact absurd hμ (not_le_of_gt hν)
      simp [Finsupp.single_apply, h]
  · exact ⟨0, by simp, by simp, by simp⟩
  · rintro x y _ _ ⟨f, hf, hf', hx⟩ ⟨g, hg, hg', hy⟩
    refine ⟨f + g, fun μ => ?_, fun μ hμ => by simp [hf' μ hμ, hg' μ hμ], ?_⟩
    · rw [Finsupp.add_apply, map_add, hf, hg, smul_add]
    · rw [hx, hy]
      exact (Finsupp.sum_add_index' (fun _ => rfl) (fun _ _ _ => rfl)).symm
  · rintro c x _ ⟨f, hf, hf', hx⟩
    refine ⟨c • f, fun μ => ?_, fun μ hμ => by simp [hf' μ hμ], ?_⟩
    · rw [Finsupp.smul_apply, map_smul, hf, smul_comm]
    · rw [hx, Finsupp.sum_smul_index' (fun _ => rfl), Finsupp.smul_sum]

end

end WindowDecomposition
```

The error:

```
Main.lean:25:6: error: Application type mismatch: The argument
  Eq.symm (Finsupp.sum_single_index ?m.156)
has type
  ?m.153 ?m.151 ?m.152 = (fun₀ | ?m.151 => ?m.152).sum ?m.153
but is expected to have type
  u = (fun₀ | μ => u).sum fun x u => u
in the application
  ⟨fun ν hν => ?m.144, Eq.symm (Finsupp.sum_single_index ?m.156)⟩
```

Cause. The error is in the case of a single eigenvector `u`, where the family is `Finsupp.single μ u` and it remains to show that `u` equals the sum over that family. This is true, and `Finsupp.sum_single_index` is the right lemma, but Lean could not fit it to the goal. Because of the trailing `.symm`, the lemma is elaborated before the expected equation is known, so its function, index and value are all still unknown, as the `?m` terms in the message show. Lean must then match an unknown function applied to two unknown arguments, `?m.153 ?m.151 ?m.152`, with the plain vector `u`. That does not determine the unknowns, and the match fails.

The repair puts `by simp` in its place. The tactic starts from the stated goal, where the function, index and value are all explicit, and simplifies the sum to `u`.

The other two changes drop `Finsupp.single_apply` from `simp` calls. No message concerns them, and they are mere tidying: `simp` with the hypothesis `h` is enough there.

Lean accepts the file once it reads:

```diff
@@ -23,13 +23,13 @@
   · rintro u ⟨μ, hμ, hu⟩
     refine ⟨Finsupp.single μ u, fun ν => ?_, fun ν hν => ?_,
-      (Finsupp.sum_single_index rfl).symm⟩
+      by simp⟩
     · by_cases h : μ = ν
       · subst h
         simpa using hu
-      · simp [Finsupp.single_apply, h]
+      · simp [h]
     · have h : μ ≠ ν := by
         rintro rfl
         exact absurd hμ (not_le_of_gt hν)
-      simp [Finsupp.single_apply, h]
+      simp [h]
   · exact ⟨0, by simp, by simp, by simp⟩
   · rintro x y _ _ ⟨f, hf, hf', hx⟩ ⟨g, hg, hg', hy⟩
```
